# A remainder o(xⁿ) evaluated at a Verlet displacement is hⁿ times a factor vanishing with the time step h

In one dimension, a Verlet step of length h moves a particle of unit mass by h(p − hA/2), where p is the momentum and A the potential gradient at the start of the step. The lemma takes p and A as fixed real numbers and a real function r with r(x) = o(xⁿ) as x → 0, for a natural number n. It states that there is a function R, tending to 0 as h → 0 through nonzero values, such that r(h(p − hA/2)) = hⁿ R(h) for every h ≠ 0. The proof takes R to be the quotient of the remainder by hⁿ, and gets its limit from two facts: the displacement tends to 0, and it is O(h).

The first attempt, which Lean rejects:

```lean
import Mathlib

open Filter Topology Asymptotics

namespace RemainderAlongStep

noncomputable section

/-- A remainder `o(xⁿ)`, evaluated at the Verlet displacement `h (p - h A/2)`, is `hⁿ` times
a quantity that vanishes as `h → 0`. -/
theorem remainder_along_step {r : ℝ → ℝ} {n : ℕ} (hr : r =o[𝓝 0] fun x => x ^ n)
    (p A : ℝ) : ∃ R : ℝ → ℝ, Tendsto R (𝓝[≠] 0) (𝓝 0) ∧
      ∀ h, h ≠ 0 → r (h * (p - h / 2 * A)) = h ^ n * R h := by
  refine ⟨fun h => r (h * (p - h / 2 * A)) / h ^ n, ?_, fun h hh => by field_simp⟩
  have hc : Continuous fun h : ℝ => p - h / 2 * A := by fun_prop
  have hd : Tendsto (fun h : ℝ => h * (p - h / 2 * A)) (𝓝 0) (𝓝 0) := by
    simpa using (continuous_id.mul hc).tendsto 0
  have hO : (fun h : ℝ => h * (p - h / 2 * A)) =O[𝓝 0] fun h => h := by
    simpa only [mul_one] using
      (isBigO_refl (fun h : ℝ => h) (𝓝 0)).mul ((hc.tendsto 0).isBigO_one ℝ)
  exact ((hr.comp_tendsto hd).trans_isBigO (hO.pow n)).tendsto_div_nhds_zero.mono_left
    nhdsWithin_le_nhds

end

end RemainderAlongStep
```

Lean reports:

```
Main.lean:17:4: error: Type mismatch: After simplification, term
  Continuous.tendsto (Continuous.mul continuous_id hc) 0
 has type
  @Tendsto ℝ ℝ (id * fun h => p - h / 2 * A) (𝓝 0) (𝓝 0)
but is expected to have type
  @Tendsto ℝ ℝ (fun h => h * (p - h / 2 * A)) (𝓝 0) (𝓝 0)
```

Cause. The error concerns the first of these facts, `hd`. The term `(continuous_id.mul hc).tendsto 0` does give the right limit, but for a function written `id * fun h => p - h / 2 * A`, a product of two functions. The goal has the same function written pointwise, `fun h => h * (p - h / 2 * A)`. The two agree once the product of functions and `id` are unfolded, but the message shows that the product form was still there after simplification, and `simpa` did not accept it as a match for the goal.

The repair first states continuity of the pointwise function as `hc'`, which `fun_prop` proves. Then `hc'.tendsto 0` speaks of exactly the function in the goal, and `simpa` has only to simplify the function's value at `0` to `0`.

This version goes through:

```diff
@@ -15,5 +15,6 @@
   have hc : Continuous fun h : ℝ => p - h / 2 * A := by fun_prop
   have hd : Tendsto (fun h : ℝ => h * (p - h / 2 * A)) (𝓝 0) (𝓝 0) := by
-    simpa using (continuous_id.mul hc).tendsto 0
+    have hc' : Continuous fun h : ℝ => h * (p - h / 2 * A) := by fun_prop
+    simpa using hc'.tendsto 0
   have hO : (fun h : ℝ => h * (p - h / 2 * A)) =O[𝓝 0] fun h => h := by
     simpa only [mul_one] using
```
